# Zero frontier dual descriptor for nondegenerate paired orbitals in an alternant Hückel model

A Hückel program asked for the frontier dual descriptor of butadiene returns a number for each atom, and each number may carry a sign. Positive values are normally read as sites for nucleophilic attack and negative ones as sites for electrophilic attack. Here the numbers are rounding noise, and a map coloured by their signs would show a reactivity pattern that the model does not contain. The exact values are all zero, because the two frontier orbitals have the same density on each atom.

Take an orthonormal basis with one orbital per atom, and measure energies from the Coulomb integral that all atoms share. The same then happens for every neutral molecule, with one electron per atom, whose Hamiltonian is alternant and has no level at zero, and whose smallest positive level e is nondegenerate. The nearest level below e is then −e, and the normalised orbitals at e and −e have equal squared components. For such molecules the frontier dual descriptor of a non-interacting Hückel model cannot rank the atoms, so a nonzero value from a fuller calculation comes from something that this model leaves out.

## Atoms, signs and the Hamiltonian

The atoms are the elements of a finite set `n`, with one basis orbital per atom. The basis is taken as orthonormal, so there is no overlap matrix. A molecular orbital is a real vector v with components v_i, and the Hamiltonian is a real matrix H with entries H_ij.

```lean
import Mathlib

open Matrix

namespace AlternantDualDescriptor

variable {n : Type*} [Fintype n] [DecidableEq n]
```

Give each atom a sign s_i = ±1 and let D be the diagonal matrix of these signs. The system is alternant if

D H D = −H.

In components this reads

s_i H_ij s_j = −H_ij.

If i and j carry the same sign, then H_ij = −H_ij, so H_ij = 0. Hopping therefore connects only atoms of opposite sign, which form the two sublattices. The case i = j shows that every on-site energy is zero: all atoms have the same Coulomb integral, and energies are measured from it. A heteroatom with a shifted on-site energy breaks the condition, and so does hopping within a sublattice.

```lean
/-- The signs `s` split the atoms into two sublattices, and reversing the sign of the orbitals
on one sublattice turns the Hamiltonian `H` into `-H`. -/
def IsAlternant (H : Matrix n n ℝ) (s : n → ℝ) : Prop :=
  (∀ i, s i = 1 ∨ s i = -1) ∧ diagonal s * H * diagonal s = -H
```

## Levels and their degeneracy

A number e is a level if some nonzero v satisfies

H v = e v.

In the code `H *ᵥ v` is the matrix applied to the vector, and `e • v` is the vector scaled by e. The condition `v ≠ 0` matters, since the zero vector solves the equation for every e.

```lean
/-- `e` is an orbital energy of `H`: some nonzero orbital has this energy. -/
def IsLevel (H : Matrix n n ℝ) (e : ℝ) : Prop :=
  ∃ v : n → ℝ, v ≠ 0 ∧ H *ᵥ v = e • v
```

A level is simple, or nondegenerate, if all its orbitals are multiples of a single nonzero one. The reference orbital v in this definition need not be normalised.

```lean
/-- `e` is a nondegenerate orbital energy: its orbitals are the multiples of a single one. -/
def IsSimpleLevel (H : Matrix n n ℝ) (e : ℝ) : Prop :=
  ∃ v : n → ℝ, v ≠ 0 ∧ H *ᵥ v = e • v ∧ ∀ w, H *ᵥ w = e • w → ∃ c : ℝ, w = c • v
```

## The partner orbital and the descriptor

The partner of an orbital v is D v, with components s_i v_i. It has the same density as v on each atom, and its sign is reversed on one sublattice.

```lean
/-- The partner of an orbital: each component is multiplied by the sign of its atom. -/
def partner (s v : n → ℝ) : n → ℝ := fun i => s i * v i
```

The dual descriptor is the difference between the Fukui function for gaining an electron and the one for losing an electron. In the frontier approximation the orbitals are frozen, and these functions become the densities of the lowest empty orbital u and the highest occupied orbital w. On atom i the descriptor is

u_i² − w_i².

The definition accepts any two vectors. Which orbitals to insert, and that they are normalised, is settled in the theorem.

```lean
/-- The frontier dual descriptor on atom `i`: the density of the upper frontier orbital minus
that of the lower one. -/
def dualDescriptor (lumo homo : n → ℝ) (i : n) : ℝ := lumo i ^ 2 - homo i ^ 2
```

## Moving a sign through the Hamiltonian

Since s_i is 1 or −1,

s_i² = 1.

Lean checks the two cases separately.

```lean
/-- In an alternant system the sign of each atom squares to one. -/
theorem IsAlternant.sq {H : Matrix n n ℝ} {s : n → ℝ} (hA : IsAlternant H s) (i : n) :
    s i ^ 2 = 1 := by
  rcases hA.1 i with h | h <;> rw [h] <;> norm_num
```

Multiply s_i H_ij s_j = −H_ij by s_i and use s_i² = 1:

H_ij s_j = −s_i H_ij.

The Lean proof extracts the (i, j) entry of the matrix equation. It then inserts the two possible values of s_i instead of multiplying by s_i, and in each case `linarith` finishes.

```lean
/-- In an alternant system, moving a sign through a matrix element of `H` reverses it. -/
theorem IsAlternant.entry {H : Matrix n n ℝ} {s : n → ℝ} (hA : IsAlternant H s) (i j : n) :
    H i j * s j = -(s i * H i j) := by
  have h := congrFun (congrFun hA.2 i) j
  rw [Matrix.mul_diagonal, Matrix.diagonal_mul, Matrix.neg_apply] at h
  rcases hA.1 i with hi | hi <;> rw [hi] at h ⊢ <;> linarith
```

## Pairing of energies

Let H v = e v. Component i of H applied to the partner is

Σ_j H_ij s_j v_j = −s_i Σ_j H_ij v_j = −s_i e v_i = −e (s_i v_i).

The partner therefore satisfies the eigenvalue equation at −e. The `calc` block follows this line: its first step applies the sign rule under the sum, and its second takes out the factor −s_i and uses the equation for v.

```lean
/-- Pairing theorem: in an alternant system the partner of an orbital of energy `e` satisfies
the eigenvalue equation with energy `-e`. -/
theorem pairing {H : Matrix n n ℝ} {s v : n → ℝ} {e : ℝ} (hA : IsAlternant H s)
    (hv : H *ᵥ v = e • v) : H *ᵥ partner s v = (-e) • partner s v := by
  ext i
  have h : ∑ j, H i j * v j = e * v i := congrFun hv i
  show ∑ j, H i j * (s j * v j) = -e * (s i * v i)
  calc ∑ j, H i j * (s j * v j) = ∑ j, -(s i) * (H i j * v j) :=
        Finset.sum_congr rfl fun j _ => by linear_combination v j * hA.entry i j
    _ = -e * (s i * v i) := by rw [← Finset.mul_sum, h]; ring
```

For −e to be a level, the partner must also be nonzero. If s_i v_i = 0 for every i, then

v_i = s_i (s_i v_i) = 0

for every i, which contradicts v ≠ 0. The `linear_combination` line carries out this multiplication by s_i.

```lean
/-- In an alternant system, if `e` is a level, then so is `-e`. -/
theorem level_neg {H : Matrix n n ℝ} {s : n → ℝ} {e : ℝ} (hA : IsAlternant H s)
    (he : IsLevel H e) : IsLevel H (-e) := by
  obtain ⟨v, hv0, hv⟩ := he
  refine ⟨partner s v, fun h => hv0 (funext fun i => ?_), pairing hA hv⟩
  have hi : s i * v i = 0 := congrFun h i
  show v i = 0
  linear_combination s i * hi - v i * hA.sq i
```

Simplicity is carried over as well. Suppose that all orbitals at e are multiples of v, and let w satisfy H w = −e w. Its partner D w has energy −(−e) = e, so D w = c v for some number c. Taking the partner once more gives

w_i = s_i (s_i w_i) = c s_i v_i.

Every orbital at −e is thus a multiple of D v. In Lean, `neg_neg` turns −(−e) into e, and the last `linear_combination` is the displayed equation.

```lean
/-- In an alternant system, if `e` is a nondegenerate level, then so is `-e`. -/
theorem simple_neg {H : Matrix n n ℝ} {s : n → ℝ} {e : ℝ} (hA : IsAlternant H s)
    (he : IsSimpleLevel H e) : IsSimpleLevel H (-e) := by
  obtain ⟨v, hv0, hv, hs⟩ := he
  refine ⟨partner s v, fun h => hv0 (funext fun i => ?_), pairing hA hv, fun w hw => ?_⟩
  · have hi : s i * v i = 0 := congrFun h i
    show v i = 0
    linear_combination s i * hi - v i * hA.sq i
  · -- the partner of `w` has energy `e`, hence is a multiple of `v`
    have hp := pairing hA hw
    rw [neg_neg] at hp
    obtain ⟨c, hc⟩ := hs _ hp
    refine ⟨c, funext fun i => ?_⟩
    have hi : s i * w i = c * v i := congrFun hc i
    show w i = c * (s i * v i)
    linear_combination s i * hi - w i * hA.sq i
```

## Equal densities at e and −e

The theorem has four hypotheses. The determinant of H is nonzero, which means that the molecule has no nonbonding orbital. The system is alternant with signs s. The number e is the least element of the set of positive levels, written `IsLeast {μ | IsLevel H μ ∧ 0 < μ} e`. Finally, e is simple. A physical Hückel matrix is also symmetric, but the argument does not use this, so symmetry is not assumed.

There are three conclusions. First, −e is the greatest of all levels below e, so no level lies between the two; in particular it is the largest negative level. Second, −e is simple. Third, for all orbitals u at e and w at −e with

Σ_i u_i² = 1 and Σ_i w_i² = 1,

the dual descriptor is zero on every atom. The normalisation conditions appear in the code as `u ⬝ᵥ u = 1` and `w ⬝ᵥ w = 1`.

For the first conclusion, −e is a level by pairing, and it lies below e because e > 0. Let μ be any level with μ < e. There are three cases.

If μ < 0, then −μ is a positive level, so e ≤ −μ, which is μ ≤ −e.

If μ = 0, then H v = 0 for some nonzero v, so det H = 0, against the hypothesis.

If μ > 0, then e ≤ μ because e is the smallest positive level, against μ < e.

The Lean proof makes the same division with `lt_trichotomy`. The second conclusion was shown in the previous step.

For the third, let v be the reference orbital at e. Simplicity gives u = b v. The partner of w also has energy e, so D w = a v, and hence

w_i² = (s_i w_i)² = a² v_i².

Write S = Σ_i v_i². The two normalisation conditions become

b² S = 1 and a² S = 1.

So S is not zero, and b² = a². On every atom

u_i² − w_i² = (b² − a²) v_i² = 0.

In the code `hwi` is the formula for w_i², `h1` and `h2` are the two normalisation conditions, and `hab` is the equality b² = a². The signs of a and b remain free, as they should, since the overall sign of an orbital has no physical meaning.

```lean
/-- Let an invertible real alternant Hamiltonian have a nondegenerate smallest positive level
`e`. Then the next level below `e` is `-e`, it is nondegenerate, and the dual descriptor of
normalised orbitals at `e` and `-e` is zero on every atom. -/
theorem frontier_dual_descriptor {H : Matrix n n ℝ} {s : n → ℝ} {e : ℝ}
    (hdet : H.det ≠ 0) (hA : IsAlternant H s)
    (he : IsLeast {μ | IsLevel H μ ∧ 0 < μ} e) (hsimple : IsSimpleLevel H e) :
    IsGreatest {μ | IsLevel H μ ∧ μ < e} (-e) ∧ IsSimpleLevel H (-e) ∧
    ∀ u w : n → ℝ, H *ᵥ u = e • u → H *ᵥ w = (-e) • w → u ⬝ᵥ u = 1 → w ⬝ᵥ w = 1 →
      ∀ i, dualDescriptor u w i = 0 := by
  refine ⟨?_, simple_neg hA hsimple, ?_⟩
  · obtain ⟨⟨hl, hp⟩, hmin⟩ := he
    refine ⟨⟨level_neg hA hl, by linarith⟩, ?_⟩
    rintro μ ⟨h1, h2⟩
    rcases lt_trichotomy μ 0 with h | h | h
    · have h3 : e ≤ -μ := hmin ⟨level_neg hA h1, neg_pos.2 h⟩
      linarith
    · -- invertibility excludes a nonbonding level
      obtain ⟨v, hv0, hv⟩ := h1
      rw [h, zero_smul] at hv
      exact absurd (Matrix.exists_mulVec_eq_zero_iff.1 ⟨v, hv0, hv⟩) hdet
    · have h3 : e ≤ μ := hmin ⟨h1, h⟩
      linarith
  · intro u w hu hw hu1 hw1 i
    obtain ⟨v, _, _, hs⟩ := hsimple
    -- both the upper orbital and the partner of the lower one are multiples of `v`
    obtain ⟨b, rfl⟩ := hs u hu
    have hp := pairing hA hw
    rw [neg_neg] at hp
    obtain ⟨a, ha⟩ := hs _ hp
    have hwi : ∀ i, w i ^ 2 = a ^ 2 * v i ^ 2 := fun i => by
      have h : s i * w i = a * v i := congrFun ha i
      rw [← mul_pow, ← h, mul_pow, hA.sq i, one_mul]
    -- normalisation fixes the two factors up to sign
    have h1 : b ^ 2 * ∑ i, v i ^ 2 = 1 := by
      have h : ∑ i, (b * v i) * (b * v i) = 1 := hu1
      rw [Finset.mul_sum, ← h]
      exact Finset.sum_congr rfl fun i _ => by ring
    have h2 : a ^ 2 * ∑ i, v i ^ 2 = 1 := by
      have h : ∑ i, w i * w i = 1 := hw1
      rw [Finset.mul_sum, ← h]
      exact Finset.sum_congr rfl fun i _ => by rw [← hwi i]; ring
    have hS : ∑ i, v i ^ 2 ≠ 0 := fun h => by
      rw [h, mul_zero] at h1
      exact zero_ne_one h1
    have hab : b ^ 2 = a ^ 2 := mul_right_cancel₀ hS (h1.trans h2.symm)
    show (b * v i) ^ 2 - w i ^ 2 = 0
    rw [hwi, mul_pow, hab, sub_self]
```

Electrons are not counted in the theorem. Calling u the lowest empty and w the highest occupied orbital presumes that the negative levels are filled and the positive ones empty. For a symmetric H this is the neutral molecule with one electron per atom, since pairing puts equally many orbitals below and above zero.

Two small examples show what the hypotheses exclude. The allyl chain with equal hoppings is alternant and its levels are simple, but one of them is zero, so the nearest level below e is not −e. Two separate ethylenes with the same hopping have a degenerate e. If u is placed on one molecule and w on the other, the descriptor is 1/2 on each atom of the first and −1/2 on each atom of the second. Benzene with equal hoppings is excluded for the same reason, since its smallest positive level is doubly degenerate. These examples are worked by hand and do not appear in the code.

## Ethylene satisfies the hypotheses

Take two atoms, numbered 0 and 1 as in Lean, with signs 1 and −1 and hopping strength t > 0. The Hamiltonian has zeros on the diagonal and −t off it. It is symmetric, which for a real matrix is what `IsHermitian` says, and its determinant is −t², which is not zero. The sign condition holds because the only nonzero entries connect atoms of opposite sign.

The vector (1, −1) has energy t. To see that t is the only positive level, let w be an orbital of energy μ > 0:

−t w_0 = μ w_1 and −t w_1 = μ w_0.

Adding the two equations gives

(μ + t)(w_0 + w_1) = 0.

Since μ + t > 0, it follows that w_1 = −w_0, and the second equation becomes t w_0 = μ w_0. If w is nonzero then w_0 ≠ 0, so μ = t. With μ = t, the relation w_1 = −w_0 also says that w is w_0 times (1, −1), so the level is simple.

The auxiliary statement `key` contains the two relations w_1 = −w_0 and t w_0 = μ w_0. It is used twice, once for the smallest positive level and once for simplicity.

The normalised orbitals are (1, −1)/√2 at t and (1, 1)/√2 at −t. Both have density 1/2 on each atom, so the descriptor is 1/2 − 1/2 = 0 on both.

```lean
/-- Ethylene with hopping strength `t > 0` has a symmetric Hamiltonian and meets all hypotheses
of the main theorem, with smallest positive level `t`. -/
theorem frontier_dual_descriptor_witness (t : ℝ) (ht : 0 < t) :
    (!![0, -t; -t, 0] : Matrix (Fin 2) (Fin 2) ℝ).IsHermitian ∧
    (!![0, -t; -t, 0] : Matrix (Fin 2) (Fin 2) ℝ).det ≠ 0 ∧
    IsAlternant !![0, -t; -t, 0] ![1, -1] ∧
    IsLeast {μ | IsLevel !![0, -t; -t, 0] μ ∧ 0 < μ} t ∧
    IsSimpleLevel !![0, -t; -t, 0] t := by
  have hv : !![0, -t; -t, 0] *ᵥ ![1, -1] = t • ![1, -1] := by
    ext i
    fin_cases i <;> simp [Matrix.mulVec, dotProduct, Fin.sum_univ_two]
  have hv0 : (![1, -1] : Fin 2 → ℝ) ≠ 0 := fun h => one_ne_zero (congrFun h 0)
  -- every orbital of positive energy is antisymmetric
  have key : ∀ (w : Fin 2 → ℝ) (μ : ℝ), 0 < μ → !![0, -t; -t, 0] *ᵥ w = μ • w →
      w 1 = -w 0 ∧ t * w 0 = μ * w 0 := by
    intro w μ hμ h
    have h0 : -(t * w 1) = μ * w 0 := by
      simpa [Matrix.mulVec, dotProduct, Fin.sum_univ_two] using congrFun h 0
    have h1 : -(t * w 0) = μ * w 1 := by
      simpa [Matrix.mulVec, dotProduct, Fin.sum_univ_two] using congrFun h 1
    have h2 : (μ + t) * (w 0 + w 1) = 0 := by linear_combination -h0 - h1
    have h3 : w 0 + w 1 = 0 := (mul_eq_zero.1 h2).resolve_left (by positivity)
    exact ⟨by linarith, by linear_combination h0 + t * h3⟩
  refine ⟨Matrix.IsHermitian.ext fun i j => ?_, ?_, ⟨fun i => ?_, ?_⟩,
    ⟨⟨⟨_, hv0, hv⟩, ht⟩, ?_⟩, ⟨_, hv0, hv, fun w hw => ⟨w 0, ?_⟩⟩⟩
  · fin_cases i <;> fin_cases j <;> simp
  · rw [Matrix.det_fin_two_of]
    nlinarith [mul_pos ht ht]
  · fin_cases i <;> simp
  · ext i j
    rw [Matrix.mul_diagonal, Matrix.diagonal_mul, Matrix.neg_apply]
    fin_cases i <;> fin_cases j <;> simp
  · rintro μ ⟨⟨w, hw0, hw⟩, hμ⟩
    obtain ⟨h1, h2⟩ := key w μ hμ hw
    have h0 : w 0 ≠ 0 := fun h => hw0 (by
      ext i
      fin_cases i
      · exact h
      · show w 1 = 0
        rw [h1, h, neg_zero])
    exact le_of_eq (mul_right_cancel₀ h0 h2)
  · have h1 := (key w t ht hw).1
    ext i
    fin_cases i <;> simp [h1]

end AlternantDualDescriptor
```

```lean
#print axioms AlternantDualDescriptor.frontier_dual_descriptor
```

```
'AlternantDualDescriptor.frontier_dual_descriptor' depends on axioms: [propext, Classical.choice, Quot.sound]
```
